# Forward scattering in a linearised one-dimensional channel can be absorbed into the phase of the backscattering

In a transmission calculation for a non-interacting one-dimensional wire with a smooth scattering potential, the forward-scattering term can be deleted before the equations are integrated, provided that the backscattering amplitude is given a compensating phase. The original amplitudes are recovered afterwards by undoing a known phase rotation. This holds when the spectrum has been linearised with a constant nonzero velocity and both movers feel the same forward potential.

Near the two Fermi points $\pm k_F$, the wave function is written as $e^{ik_Fx}R(x)+e^{-ik_Fx}L(x)$, where the right mover $R$ and the left mover $L$ vary slowly. With $\hbar=1$, velocity $v$ and energy $E$ measured from the Fermi level, the stationary equations are

$$-ivR'+\eta R+\xi L=ER,\qquad ivL'+\eta L+\bar\xi R=EL.$$

The real function $\eta(x)$ is the slowly varying part of the potential, which scatters each mover forward. The complex function $\xi(x)$ comes from the part with wave numbers near $2k_F$, which turns one mover into the other.

```lean
import Mathlib

open Complex ComplexConjugate

namespace ForwardScatteringGauge

noncomputable section
```

## Opposite phases for the two movers

Let $\theta(x)$ be a real function. The new amplitudes are

$$\tilde R=e^{i\theta}R,\qquad \tilde L=e^{-i\theta}L.$$

Both are instances of one operation, multiplication of a complex function by a local phase factor. In Lean this is `twist θ f`; the left mover is rotated by `twist (fun x => -θ x) L`. The same operation with phase $2\theta$ will act on $\xi$.

```lean
/-- The amplitude `f` multiplied by the local phase factor `e^(iθ(x))`. -/
def twist (θ : ℝ → ℝ) (f : ℝ → ℂ) (x : ℝ) : ℂ := exp (I * (θ x : ℂ)) * f x
```

The two stationary equations become the fields `right` and `left` of a structure. The parameters `v`, `E` and the values of `η` are real, while `ξ`, `R` and `L` are complex-valued functions on the whole real line. The fields `diffR` and `diffL` require both movers to be differentiable everywhere, so that `deriv` is the ordinary derivative.

```lean
/-- Right and left movers `R`, `L` of velocity `v` form a stationary solution at energy `E`
with forward scattering `η` and backscattering `ξ`. -/
structure IsDiracState (v : ℝ) (η : ℝ → ℝ) (ξ : ℝ → ℂ) (E : ℝ) (R L : ℝ → ℂ) : Prop where
  diffR : Differentiable ℝ R
  diffL : Differentiable ℝ L
  right : ∀ x, -(I * v) * deriv R x + η x * R x + ξ x * L x = E * R x
  left : ∀ x, I * v * deriv L x + η x * L x + conj (ξ x) * R x = E * L x
```

This is a description of classical solutions. Point scatterers, which make the amplitudes jump, are excluded. There are no boundary conditions and no normalisation, and the zero solution counts as a solution.

For a given $\eta$, the phase that will remove it is

$$\theta(x)=\frac1v\int_0^x\eta(t)\,dt.$$

The lower limit fixes $\theta(0)=0$. Another choice would add a constant to $\theta$ and multiply the rotated backscattering amplitude by a constant phase.

```lean
/-- The phase `θ(x) = (1/v) ∫₀ˣ η` computed from the forward potential `η`. -/
def forwardPhase (v : ℝ) (η : ℝ → ℝ) (x : ℝ) : ℝ := (∫ t in (0 : ℝ)..x, η t) / v
```

## What a phase rotation preserves and how it is undone

Since $\theta$ is real, $|e^{i\theta}|=1$, and therefore

$$|e^{i\theta(x)}f(x)|=|f(x)|.$$

Applied to the movers, this says that $|R|^2$ and $|L|^2$ are unchanged at every point. Applied to $\xi$, it says that the local strength of the backscattering is unchanged.

```lean
variable {v E : ℝ} {η θ q : ℝ → ℝ} {ξ R L : ℝ → ℂ}

/-- A local phase rotation leaves the modulus of an amplitude unchanged at every point. -/
theorem norm_twist (θ : ℝ → ℝ) (f : ℝ → ℂ) (x : ℝ) : ‖twist θ f x‖ = ‖f x‖ := by
  rw [twist, norm_mul, mul_comm I, norm_exp_ofReal_mul_I, one_mul]
```

If two phases satisfy $\alpha(x)+\beta(x)=0$ for every $x$, then

$$e^{i\alpha}e^{i\beta}f=e^{i(\alpha+\beta)}f=f.$$

This cancellation is what later turns a one-way implication into an equivalence.

```lean
/-- Two opposite local phase rotations cancel. -/
theorem twist_cancel {α β : ℝ → ℝ} {f : ℝ → ℂ} (h : ∀ x, α x + β x = 0) :
    twist α (twist β f) = f := by
  funext x
  have e : exp (I * (α x : ℂ)) * exp (I * (β x : ℂ)) = 1 := by
    rw [← Complex.exp_add, ← mul_add, ← ofReal_add, h x]
    simp
  simp only [twist]
  rw [← mul_assoc, e, one_mul]
```

## The phase gradient acts as a potential

If $\theta'(x)=p$ and $f'(x)=f'$ at the point considered, the product rule gives

$$(e^{i\theta}f)'=e^{i\theta}\,(f'+ip f).$$

The lemma states this with `HasDerivAt`, which says both that the derivative exists and what its value is. Its proof differentiates the exponent, then the exponential, then the product, and `ring` rearranges the result.

```lean
/-- If `θ` has derivative `p` and `f` has derivative `f'` at `x`, then `e^(iθ) f` has derivative
`e^(iθ(x)) (f' + i p f(x))` there. -/
theorem hasDerivAt_twist {f : ℝ → ℂ} {p x : ℝ} {f' : ℂ}
    (hθ : HasDerivAt θ p x) (hf : HasDerivAt f f' x) :
    HasDerivAt (twist θ f) (exp (I * (θ x : ℂ)) * (f' + I * p * f x)) x := by
  have h1 : HasDerivAt (fun y => I * (θ y : ℂ)) (I * p) x := hθ.ofReal_comp.const_mul I
  have h2 := h1.cexp.fun_mul hf
  exact h2.congr_deriv (by ring)
```

Now let $q=\theta'$. For the right mover, the product rule yields

$$-iv\tilde R'=e^{i\theta}(-ivR'+vqR),$$

because $-i\cdot i=1$. The extra term $vqR$ is cancelled if the forward potential is lowered from $\eta$ to $\eta-vq$. The backscattering term needs the phase of the right mover, and it gets this if $\xi$ is replaced by $\tilde\xi=e^{2i\theta}\xi$:

$$\tilde\xi\tilde L=e^{2i\theta}\xi\,e^{-i\theta}L=e^{i\theta}\xi L.$$

Adding the terms gives

$$-iv\tilde R'+(\eta-vq)\tilde R+\tilde\xi\tilde L
=e^{i\theta}(-ivR'+\eta R+\xi L)=E\tilde R.$$

For the left mover, both the sign of the velocity and the sign of the phase are reversed, so the extra term has the same sign as before:

$$iv\tilde L'=e^{-i\theta}(ivL'+vqL),\qquad
\overline{\tilde\xi}\,\tilde R=e^{-2i\theta}\bar\xi\,e^{i\theta}R=e^{-i\theta}\bar\xi R.$$

Hence

$$iv\tilde L'+(\eta-vq)\tilde L+\overline{\tilde\xi}\,\tilde R
=e^{-i\theta}(ivL'+\eta L+\bar\xi R)=E\tilde L.$$

The same reduction of $\eta$ therefore serves both equations.

```lean
/-- Rotating the movers by opposite phases `±θ` lowers the forward potential by `v θ'` and
rotates the backscattering amplitude by `2θ`. -/
theorem gauge_shift (hθ : ∀ x, HasDerivAt θ (q x) x) (h : IsDiracState v η ξ E R L) :
    IsDiracState v (fun x => η x - v * q x) (twist (fun x => 2 * θ x) ξ) E
      (twist θ R) (twist (fun x => -θ x) L) := by
  have hR := fun x => hasDerivAt_twist (hθ x) (h.diffR x).hasDerivAt
  have hL := fun x => hasDerivAt_twist (hθ x).fun_neg (h.diffL x).hasDerivAt
  refine ⟨fun x => (hR x).differentiableAt, fun x => (hL x).differentiableAt,
    fun x => ?_, fun x => ?_⟩
  · -- the phases of the backscattering term combine to that of the right mover
    have e : exp (I * ((2 * θ x : ℝ) : ℂ)) * exp (I * ((-θ x : ℝ) : ℂ))
        = exp (I * (θ x : ℂ)) := by
      rw [← Complex.exp_add]
      congr 1
      push_cast
      ring
    rw [(hR x).deriv]
    simp only [twist]
    push_cast at e ⊢
    linear_combination exp (I * (θ x : ℂ)) * h.right x + ξ x * L x * e
      - v * q x * exp (I * (θ x : ℂ)) * R x * I_sq
  · -- and, with the conjugate amplitude, to that of the left mover
    have e : conj (exp (I * ((2 * θ x : ℝ) : ℂ))) * exp (I * (θ x : ℂ))
        = exp (I * ((-θ x : ℝ) : ℂ)) := by
      rw [← Complex.exp_conj, ← Complex.exp_add]
      congr 1
      rw [map_mul, conj_I, conj_ofReal]
      push_cast
      ring
    rw [(hL x).deriv]
    simp only [twist, map_mul]
    push_cast at e ⊢
    linear_combination exp (I * -(θ x : ℂ)) * h.left x + conj (ξ x) * R x * e
      - v * q x * exp (I * -(θ x : ℂ)) * L x * I_sq
```

In each half of the proof, `e` is the identity that combines the phases in the backscattering term. The call to `linear_combination` then multiplies the original equation by the mover's phase factor, inserts `e`, and uses `I_sq`, which is $i^2=-1$, for the term produced by the phase gradient.

The transformation also runs backwards. Starting from the rotated solution, one rotates by $-\theta$, whose derivative is $-q$. The forward potential becomes

$$(\eta-vq)-v(-q)=\eta,$$

and the phases of $R$, $L$ and $\xi$ all cancel. Thus the original amplitudes solve the original equations exactly when the rotated amplitudes solve the rotated ones.

```lean
/-- The original movers solve their equations exactly when the rotated movers solve the
equations with the shifted forward potential and rotated backscattering. -/
theorem gauge_iff (hθ : ∀ x, HasDerivAt θ (q x) x) :
    IsDiracState v η ξ E R L ↔
    IsDiracState v (fun x => η x - v * q x) (twist (fun x => 2 * θ x) ξ) E
      (twist θ R) (twist (fun x => -θ x) L) := by
  refine ⟨gauge_shift hθ, fun h => ?_⟩
  -- undo the rotation by the opposite one
  have key : IsDiracState v (fun x => η x - v * q x - v * -q x)
      (twist (fun x => 2 * -θ x) (twist (fun x => 2 * θ x) ξ)) E
      (twist (fun x => -θ x) (twist θ R))
      (twist (fun x => - -θ x) (twist (fun x => -θ x) L)) :=
    gauge_shift (θ := fun x => -θ x) (q := fun x => -q x) (fun x => (hθ x).fun_neg) h
  have e : (fun x => η x - v * q x - v * -q x) = η := by
    funext x
    ring
  rwa [e, twist_cancel (fun x => by ring), twist_cancel (fun x => by ring),
    twist_cancel (fun x => by ring)] at key
```

The reverse direction applies `gauge_shift` a second time, with the opposite phase. The three uses of `twist_cancel` restore $\xi$, $R$ and $L$.

## Choosing the phase that removes the forward potential

So far $\theta$ has been any differentiable phase. Taking $\theta'=\eta/v$ with $v\ne0$ gives

$$\eta-v\theta'=\eta-v\frac{\eta}{v}=0.$$

The remaining equations are

$$-iv\tilde R'+e^{2i\theta}\xi\tilde L=E\tilde R,\qquad
iv\tilde L'+e^{-2i\theta}\bar\xi\tilde R=E\tilde L.$$

The next theorem states this as an equivalence, for either sign of $v$. The condition $v\neq0$ says that the movers propagate: without propagation, a phase gradient costs no energy and cannot compensate a potential. The hypothesis `hθ` supplies a phase with the required derivative at every point.

```lean
/-- If `θ' = η/v`, the movers solve the equations with forward scattering `η` exactly when
`e^(iθ)R`, `e^(-iθ)L` solve those without it and with backscattering `e^(2iθ)ξ`. -/
theorem forward_scattering_gauged_away (hv : v ≠ 0)
    (hθ : ∀ x, HasDerivAt θ (η x / v) x) :
    IsDiracState v η ξ E R L ↔
    IsDiracState v (fun _ => 0) (twist (fun x => 2 * θ x) ξ) E
      (twist θ R) (twist (fun x => -θ x) L) := by
  have e : (fun x => η x - v * (η x / v)) = fun _ => 0 := by
    funext x
    have h : v * (η x / v) = η x := by field_simp
    linarith
  have g := gauge_iff (v := v) (E := E) (η := η) (ξ := ξ) (R := R) (L := L)
    (q := fun x => η x / v) hθ
  rwa [e] at g
```

When $\eta$ is continuous, such a phase always exists. By the fundamental theorem of calculus,

$$\frac{d}{dx}\left(\frac1v\int_0^x\eta(t)\,dt\right)=\frac{\eta(x)}v.$$

The hypothesis on $\theta$ can then be replaced by continuity of $\eta$, with `forwardPhase v η` as the explicit phase.

```lean
/-- For continuous forward scattering, the phase `θ(x) = (1/v) ∫₀ˣ η` removes it from the equations.
-/
theorem continuous_forward_scattering_gauged_away (hv : v ≠ 0) (hη : Continuous η) :
    IsDiracState v η ξ E R L ↔
    IsDiracState v (fun _ => 0) (twist (fun x => 2 * forwardPhase v η x) ξ) E
      (twist (forwardPhase v η) R) (twist (fun x => -forwardPhase v η x) L) :=
  forward_scattering_gauged_away hv fun x =>
    (hη.integral_hasStrictDerivAt 0 x).hasDerivAt.div_const v
```

As a small instance, take $v=2$, $\eta(x)=2x$ and $\xi(x)=3$. Then

$$\theta(x)=\frac12\int_0^x2t\,dt=\frac{x^2}{2},\qquad
\tilde\xi(x)=3e^{ix^2}.$$

The backscattering amplitude is still $3$ at $x=0$, but it is $-3$ at $x=\sqrt\pi$. Its modulus is $3$ everywhere. The forward potential has disappeared as a separate term, and its effect on interference between reflections from different places is now carried by the phase of $\tilde\xi$.

In a numerical transmission calculation on an interval $[x_0,x_1]$, the step takes four operations:

1. Compute $\theta$ on the grid by cumulative quadrature of $\eta/v$.
2. Multiply the array for $\xi$ by $e^{2i\theta}$.
3. Integrate the two equations with $\eta=0$, after rotating the boundary values of $R$ and $L$ as well.
4. Multiply the resulting movers by $e^{-i\theta}$ and $e^{i\theta}$, respectively, to recover $R$ and $L$.

For a wave incident from the left, with $v>0$ and $L(x_1)=0$, the boundary condition at $x_1$ is unaffected. The transmission probability $|R(x_1)|^2/|R(x_0)|^2$ and the reflection probability $|L(x_0)|^2/|R(x_0)|^2$ can be read off before the last operation, since they contain only moduli. The $2k_F$ density oscillation contains $\bar RL$, which does change phase, so it is computed from the recovered amplitudes, or from the rotated ones with the product multiplied by $e^{2i\theta}$. As a check on signs and factors of two, the same integrator can be run with and without the transformation; the recovered complex amplitudes should agree up to discretisation error. Comparing only the probabilities is a weaker test: at $E=0$ with real $\xi$, they do not change if the sign of $\theta$ is reversed.

## A purely forward scatterer only changes phases

Without backscattering the equations can be solved completely. Consider first the special case in which the forward potential equals the energy everywhere, $\eta=E$ and $\xi=0$. The equations reduce to

$$-ivR'=0,\qquad ivL'=0.$$

Since $v\ne0$, both derivatives vanish, and so $R=a$ and $L=b$ with complex constants $a$ and $b$. Conversely, any two constants solve the equations.

```lean
/-- For `v ≠ 0`, when the forward potential equals the energy everywhere and there is no
backscattering, the solutions are exactly the constant amplitudes. -/
theorem constant_amplitudes (hv : v ≠ 0) :
    IsDiracState v (fun _ => E) (fun _ => 0) E R L ↔
    ∃ a b : ℂ, R = (fun _ => a) ∧ L = (fun _ => b) := by
  constructor
  · intro h
    have hI : I * (v : ℂ) ≠ 0 := mul_ne_zero I_ne_zero (ofReal_ne_zero.mpr hv)
    have dR : ∀ x, deriv R x = 0 := fun x => by
      have k : -(I * v) * deriv R x + E * R x + 0 * L x = E * R x := h.right x
      have z : I * v * deriv R x = 0 := by linear_combination -k
      exact (mul_eq_zero.mp z).resolve_left hI
    have dL : ∀ x, deriv L x = 0 := fun x => by
      have k : I * v * deriv L x + E * L x + conj (0 : ℂ) * R x = E * L x := h.left x
      rw [map_zero] at k
      have z : I * v * deriv L x = 0 := by linear_combination k
      exact (mul_eq_zero.mp z).resolve_left hI
    exact ⟨R 0, L 0, funext fun x => is_const_of_deriv_eq_zero h.diffR dR x 0,
      funext fun x => is_const_of_deriv_eq_zero h.diffL dL x 0⟩
  · rintro ⟨a, b, rfl, rfl⟩
    exact ⟨differentiable_const a, differentiable_const b,
      fun x => by simp, fun x => by simp⟩
```

The forward direction divides out the nonzero factor $iv$ and uses the fact that a differentiable function on the line with zero derivative is constant. The other direction is direct substitution.

The general case is reduced to this one by absorbing the energy into the phase too. Let $\theta'=\eta/v$ and set

$$\varphi(x)=\theta(x)-\frac{Ex}{v}.$$

Rotation by $\varphi$ changes the forward potential to

$$\eta-v\varphi'=\eta-v\left(\frac{\eta}{v}-\frac Ev\right)=E,$$

while a vanishing $\xi$ stays zero. The rotated movers are therefore constants, $e^{i\varphi}R=a$ and $e^{-i\varphi}L=b$. Undoing the rotation gives

$$R(x)=a\,e^{i(Ex/v-\theta(x))},\qquad
L(x)=b\,e^{-i(Ex/v-\theta(x))}.$$

These are all the solutions. Each mover has constant modulus, and the scatterer contributes only a phase, $-\theta$ for the right mover and $+\theta$ for the left mover.

In the numerical instance with $\xi$ set to zero and $E=4$, the choice $a=1$ gives $R=e^{i(2x-x^2/2)}$. Direct differentiation confirms it:

$$-2iR'+2xR=(4-2x)R+2xR=4R.$$

```lean
/-- Without backscattering, the solutions are exactly `R = a e^(i(Ex/v - θ))` and
`L = b e^(-i(Ex/v - θ))` with constants `a`, `b`, where `θ' = η/v`. -/
theorem pure_forward_scattering (hv : v ≠ 0) (hθ : ∀ x, HasDerivAt θ (η x / v) x) :
    IsDiracState v η (fun _ => 0) E R L ↔
    ∃ a b : ℂ, R = twist (fun x => E * x / v - θ x) (fun _ => a) ∧
      L = twist (fun x => -(E * x / v - θ x)) (fun _ => b) := by
  -- absorb the energy into the phase as well
  have hφ : ∀ x, HasDerivAt (fun y => θ y - E * y / v) (η x / v - E / v) x := fun x =>
    (hθ x).fun_sub
      ((((hasDerivAt_id' x).const_mul E).div_const v).congr_deriv (by ring))
  have e : (fun x => η x - v * (η x / v - E / v)) = fun _ => E := by
    funext x
    have h1 : v * (η x / v) = η x := by field_simp
    have h2 : v * (E / v) = E := by field_simp
    rw [mul_sub, h1, h2]
    ring
  have z : twist (fun x => 2 * (θ x - E * x / v)) (fun _ => 0) = fun _ => 0 := by
    funext x
    simp [twist]
  have g := gauge_iff (v := v) (E := E) (η := η) (ξ := fun _ => 0) (R := R) (L := L)
    (θ := fun y => θ y - E * y / v) (q := fun x => η x / v - E / v) hφ
  rw [e, z, constant_amplitudes hv] at g
  rw [g]
  constructor
  · rintro ⟨a, b, ha, hb⟩
    refine ⟨a, b, ?_, ?_⟩
    · rw [← ha]
      exact (twist_cancel fun x => by ring).symm
    · rw [← hb]
      exact (twist_cancel fun x => by ring).symm
  · rintro ⟨a, b, rfl, rfl⟩
    exact ⟨a, b, twist_cancel fun x => by ring, twist_cancel fun x => by ring⟩

end

end ForwardScatteringGauge
```

The proof applies `gauge_iff` with the phase $\varphi$, rewrites the shifted potential to the constant $E$, and invokes `constant_amplitudes`. The remaining lines use `twist_cancel` to pass between constant rotated amplitudes and the explicit formulas for $R$ and $L$.

The theorems concern single-particle amplitudes with one constant velocity. They do not treat curvature of the band, different forward potentials for the two movers, or the interacting field theory of the wire.

```lean
#print axioms ForwardScatteringGauge.norm_twist
#print axioms ForwardScatteringGauge.continuous_forward_scattering_gauged_away
#print axioms ForwardScatteringGauge.pure_forward_scattering
```

```
'ForwardScatteringGauge.norm_twist' depends on axioms: [propext, Classical.choice, Quot.sound]
'ForwardScatteringGauge.continuous_forward_scattering_gauged_away' depends on axioms: [propext, Classical.choice, Quot.sound]
'ForwardScatteringGauge.pure_forward_scattering' depends on axioms: [propext, Classical.choice, Quot.sound]
```
